# The squared overlap of two N-electron Slater determinants with density matrices P and Q is at most (tr(PQ)/N)^N

I ran the same molecule with and without an external field, using density-matrix purification in one fixed orthonormal basis. Each run gives a projector, P or Q, onto N = 100 occupied spin orbitals, but no orbitals. I find tr(PQ)/N = 0.99. May I say that the two many-electron wavefunctions are 99% the same?

## 99% per electron is at most 37% for the determinant

No. The squared overlap of your two determinants is at most 0.99^100 ≈ 0.37. It may even be zero: if 99 orbitals coincide and the last two are orthogonal, tr(PQ)/N is still 0.99.

To see where the bound comes from, put the occupied orbitals into the columns of matrices C and D, with CᴴC = DᴴD = 1, P = CCᴴ and Q = DDᴴ. The overlap of the determinants is det S, where S = CᴴD. Let λ_i ≥ 0 be the N eigenvalues of SᴴS. Then

∏ λ_i = det(SᴴS) = |det S|²

∑ λ_i = tr(DᴴCCᴴD) = tr(CCᴴDDᴴ) = tr(PQ).

So the squared overlap is the product of the λ_i, while tr(PQ) gives only their sum. Write m = tr(PQ)/N for their mean. If m = 0, every λ_i vanishes and both sides of the bound are zero. If m > 0, the inequality 1 + t ≤ exp t with t = λ_i/m − 1 gives λ_i ≤ m exp(λ_i/m − 1), and multiplying over i,

|det S|² ≤ m^N exp(∑ λ_i/m − N) = m^N.

Since 1 + t < exp t for t ≠ 0, equality requires every λ_i to equal m, that is, SᴴS = m·1. Multiplying by D on the left and Dᴴ on the right turns this into QPQ = mQ; multiplying by Dᴴ and D goes back.

For m ≤ 1, take the part of D outside the span of C, X = D − CCᴴD. Using CᴴC = 1,

XᴴX = 1 − 2SᴴS + SᴴS = 1 − SᴴS,

and its trace N − tr(PQ) cannot be negative. Hence 0 ≤ m ≤ 1 and m^N ≤ 1.

## What the Lean theorems say

`slater_overlap_le` states both inequalities for real or complex orbitals (`𝕜`). The finite type `n` labels the orthonormal basis and `Fin N` the orbitals; `hC` and `hD` are orthonormality. `densityMatrix` carries no factor of two for spin, and `meanOverlap` is m, written with a real part because the trace has type `𝕜`. At N = 0 Lean sets the quotient to 0, and 0^0 = 1 keeps the statement true.

`slater_overlap_eq_iff` is the equality condition and needs only D orthonormal. `slater_overlap_le_real` is the version with transposes. `slater_overlap_le_witness` shows that the bound is attained for every N ≥ 1.

The determinants enter only through det(CᴴD); that this number is the inner product of the antisymmetrised N-electron states is a standard algebraic identity, which the Lean code does not prove. Correlated states and fractional occupations do not fit the hypotheses.

```lean
import Mathlib

open Matrix
open scoped ComplexOrder

namespace SlaterOverlapMeanBound

noncomputable section

variable {𝕜 n : Type*} [RCLike 𝕜] [Fintype n] {N : ℕ}

/-- The matrix `C Cᴴ`. If the columns of `C` are orthonormal orbitals, it is the one-particle
density matrix of their Slater determinant. -/
def densityMatrix (C : Matrix n (Fin N) 𝕜) : Matrix n n 𝕜 := C * Cᴴ

/-- The real part of `tr(PQ)`, divided by `N`, for `P = CCᴴ` and `Q = DDᴴ`; for `N = 0` the value is
0. -/
def meanOverlap (C D : Matrix n (Fin N) 𝕜) : ℝ :=
  RCLike.re (trace (densityMatrix C * densityMatrix D)) / N

/-- The product of `N` non-negative numbers is at most the `N`-th power of their mean,
with equality exactly when every number equals the mean. -/
theorem prod_le_mean_pow (x : Fin N → ℝ) (hx : ∀ i, 0 ≤ x i) :
    ∏ i, x i ≤ ((∑ i, x i) / N) ^ N ∧
      (∏ i, x i = ((∑ i, x i) / N) ^ N ↔ ∀ i, x i = (∑ i, x i) / N) := by
  rcases N.eq_zero_or_pos with rfl | hN
  · simp
  have hN' : (0 : ℝ) < N := Nat.cast_pos.2 hN
  obtain ⟨a, ha⟩ : ∃ a, a = (∑ i, x i) / N := ⟨_, rfl⟩
  have hsum : ∑ i, x i = N * a := by
    rw [ha]; field_simp
  have ha0 : 0 ≤ a := by
    rw [ha]; exact div_nonneg (Finset.sum_nonneg fun i _ => hx i) hN'.le
  rw [← ha]
  have const : (∀ i, x i = a) → ∏ i, x i = a ^ N := by
    intro h
    simp [h]
  have strict : (∃ i, x i ≠ a) → ∏ i, x i < a ^ N := by
    rintro ⟨j, hj⟩
    rcases ha0.eq_or_lt with h0 | hapos
    · exfalso
      apply hj
      have hs : ∑ i, x i = 0 := by rw [hsum, ← h0, mul_zero]
      rw [← h0]
      exact (Finset.sum_eq_zero_iff_of_nonneg (fun i _ => hx i)).1 hs j (Finset.mem_univ j)
    by_cases hz : ∃ i, x i = 0
    · obtain ⟨i, hi⟩ := hz
      rw [Finset.prod_eq_zero (Finset.mem_univ i) hi]
      positivity
    have hpos : ∀ i, 0 < x i := fun i =>
      lt_of_le_of_ne (hx i) (Ne.symm (not_exists.1 hz i))
    have e : ∀ i, x i = a * (x i / a - 1 + 1) := by
      intro i
      rw [sub_add_cancel]
      field_simp
    have hne : x j / a - 1 ≠ 0 := by
      intro h
      have h' := e j
      rw [h] at h'
      exact hj (by linarith)
    -- each factor is bounded by an exponential, and the exponents add up to zero
    calc ∏ i, x i < ∏ i, a * Real.exp (x i / a - 1) :=
          Finset.prod_lt_prod (fun i _ => hpos i)
            (fun i _ => (e i).le.trans
              (mul_le_mul_of_nonneg_left (Real.add_one_le_exp _) hapos.le))
            ⟨j, Finset.mem_univ j, (e j).le.trans_lt
              (mul_lt_mul_of_pos_left (Real.add_one_lt_exp hne) hapos)⟩
      _ = a ^ N := by
          rw [Finset.prod_mul_distrib, ← Real.exp_sum, Finset.sum_sub_distrib,
            ← Finset.sum_div, hsum]
          simp [hapos.ne']
  by_cases h : ∀ i, x i = a
  · exact ⟨(const h).le, fun _ => h, const⟩
  · have s := strict (not_forall.1 h)
    exact ⟨s.le, fun e => absurd e s.ne, const⟩

/-- For a square matrix `S`, `|det S|²` is at most `(tr(SᴴS)/N)^N`, with equality exactly when
`SᴴS` is `tr(SᴴS)/N` times the identity. -/
theorem norm_det_sq_le (S : Matrix (Fin N) (Fin N) 𝕜) :
    ‖S.det‖ ^ 2 ≤ (RCLike.re (trace (Sᴴ * S)) / N) ^ N ∧
      (‖S.det‖ ^ 2 = (RCLike.re (trace (Sᴴ * S)) / N) ^ N ↔
        Sᴴ * S = ((RCLike.re (trace (Sᴴ * S)) / N : ℝ) : 𝕜) • 1) := by
  have hG := posSemidef_conjTranspose_mul_self S
  have hH : (Sᴴ * S).IsHermitian := hG.1
  have hdet : ‖S.det‖ ^ 2 = ∏ i, hH.eigenvalues i := by
    have h := hH.det_eq_prod_eigenvalues
    rw [det_mul, det_conjTranspose, ← starRingEnd_apply, RCLike.conj_mul] at h
    exact_mod_cast h
  have htr : RCLike.re (trace (Sᴴ * S)) = ∑ i, hH.eigenvalues i := by
    rw [hH.trace_eq_sum_eigenvalues, map_sum]
    simp
  have key := prod_le_mean_pow hH.eigenvalues (fun i => hG.eigenvalues_nonneg i)
  rw [hdet, htr]
  refine ⟨key.1, fun h => ?_, fun h => ?_⟩
  · -- equal eigenvalues make the matrix scalar
    have hfun : (RCLike.ofReal ∘ hH.eigenvalues : Fin N → 𝕜) =
        fun _ => (((∑ i, hH.eigenvalues i) / N : ℝ) : 𝕜) :=
      funext fun i => congrArg _ (key.2.1 h i)
    have hs := hH.spectral_theorem
    rw [hfun, ← smul_one_eq_diagonal, map_smul, map_one] at hs
    exact hs
  · have hd := congrArg Matrix.det h
    rw [hH.det_eq_prod_eigenvalues, det_smul, det_one, mul_one, Fintype.card_fin] at hd
    exact_mod_cast hd

/-- The trace `tr(PQ)` of two density matrices is `tr(SᴴS)` for the orbital overlap matrix
`S = CᴴD`. -/
theorem trace_density_mul (C D : Matrix n (Fin N) 𝕜) :
    trace (densityMatrix C * densityMatrix D) = trace ((Cᴴ * D)ᴴ * (Cᴴ * D)) := by
  unfold densityMatrix
  rw [conjTranspose_mul, conjTranspose_conjTranspose, ← Matrix.mul_assoc (C * Cᴴ) D Dᴴ,
    Matrix.trace_mul_comm (C * Cᴴ * D) Dᴴ]
  simp only [Matrix.mul_assoc]

/-- For two sets of `N` orthonormal orbitals, `tr(PQ)` is at most `N`. -/
theorem trace_density_mul_le (C D : Matrix n (Fin N) 𝕜) (hC : Cᴴ * C = 1) (hD : Dᴴ * D = 1) :
    RCLike.re (trace (densityMatrix C * densityMatrix D)) ≤ N := by
  have h1 : Cᴴ * (C * (Cᴴ * D)) = Cᴴ * D := by
    rw [← Matrix.mul_assoc, hC, Matrix.one_mul]
  -- the part of `D` outside the span of `C` has non-negative squared norm
  have hX : (D - C * (Cᴴ * D))ᴴ * (D - C * (Cᴴ * D)) = 1 - (Cᴴ * D)ᴴ * (Cᴴ * D) := by
    simp only [conjTranspose_sub, conjTranspose_mul, conjTranspose_conjTranspose,
      Matrix.sub_mul, Matrix.mul_sub, Matrix.mul_assoc, hD, h1]
    abel
  have hp := (posSemidef_conjTranspose_mul_self (D - C * (Cᴴ * D))).trace_nonneg
  rw [hX, trace_sub, trace_one, Fintype.card_fin] at hp
  have hr := (RCLike.nonneg_iff.1 hp).1
  rw [map_sub, RCLike.natCast_re] at hr
  rw [trace_density_mul]
  linarith

/-- For two Slater determinants of `N` orthonormal orbitals each, the squared overlap is at most
`(tr(PQ)/N)^N`, which is at most one; for `N = 0` all three numbers are one. -/
theorem slater_overlap_le (C D : Matrix n (Fin N) 𝕜) (hC : Cᴴ * C = 1) (hD : Dᴴ * D = 1) :
    ‖(Cᴴ * D).det‖ ^ 2 ≤ meanOverlap C D ^ N ∧ meanOverlap C D ^ N ≤ 1 := by
  constructor
  · have h := (norm_det_sq_le (Cᴴ * D)).1
    rw [← trace_density_mul C D] at h
    exact h
  · have h0 := (RCLike.nonneg_iff.1
      (posSemidef_conjTranspose_mul_self (Cᴴ * D)).trace_nonneg).1
    rw [← trace_density_mul C D] at h0
    exact pow_le_one₀ (div_nonneg h0 (Nat.cast_nonneg N))
      (div_le_one_of_le₀ (trace_density_mul_le C D hC hD) (Nat.cast_nonneg N))

/-- If the orbitals `D` are orthonormal, the squared overlap equals `(tr(PQ)/N)^N` exactly when
`QPQ = (tr(PQ)/N) Q`. -/
theorem slater_overlap_eq_iff (C D : Matrix n (Fin N) 𝕜) (hD : Dᴴ * D = 1) :
    ‖(Cᴴ * D).det‖ ^ 2 = meanOverlap C D ^ N ↔
      densityMatrix D * densityMatrix C * densityMatrix D =
        (meanOverlap C D : 𝕜) • densityMatrix D := by
  have key : ‖(Cᴴ * D).det‖ ^ 2 = meanOverlap C D ^ N ↔
      (Cᴴ * D)ᴴ * (Cᴴ * D) = (meanOverlap C D : 𝕜) • 1 := by
    have h := (norm_det_sq_le (Cᴴ * D)).2
    rw [← trace_density_mul C D] at h
    exact h
  have hQ : densityMatrix D * densityMatrix C * densityMatrix D =
      D * ((Cᴴ * D)ᴴ * (Cᴴ * D)) * Dᴴ := by
    simp only [densityMatrix, conjTranspose_mul, conjTranspose_conjTranspose, Matrix.mul_assoc]
  rw [key, hQ]
  generalize (Cᴴ * D)ᴴ * (Cᴴ * D) = G
  constructor
  · intro h
    rw [h, Matrix.mul_smul, Matrix.mul_one, Matrix.smul_mul]
    rfl
  · intro h
    -- orthonormality of `D` lets us strip the outer factors
    calc G = (Dᴴ * D) * G * (Dᴴ * D) := by rw [hD, Matrix.one_mul, Matrix.mul_one]
      _ = Dᴴ * (D * G * Dᴴ) * D := by simp only [Matrix.mul_assoc]
      _ = Dᴴ * ((meanOverlap C D : 𝕜) • densityMatrix D) * D := by rw [h]
      _ = (meanOverlap C D : 𝕜) • ((Dᴴ * D) * (Dᴴ * D)) := by
          simp only [densityMatrix, Matrix.mul_smul, Matrix.smul_mul, Matrix.mul_assoc]
      _ = (meanOverlap C D : 𝕜) • 1 := by rw [hD, Matrix.one_mul]

/-- For real orthonormal orbitals, `det(CᵀD)² ≤ (tr(PQ)/N)^N ≤ 1` with `P = CCᵀ`, `Q = DDᵀ`. -/
theorem slater_overlap_le_real (C D : Matrix n (Fin N) ℝ) (hC : Cᵀ * C = 1) (hD : Dᵀ * D = 1) :
    (Cᵀ * D).det ^ 2 ≤ (trace (C * Cᵀ * (D * Dᵀ)) / N) ^ N ∧
      (trace (C * Cᵀ * (D * Dᵀ)) / N) ^ N ≤ 1 := by
  have h := slater_overlap_le C D
    (by rwa [conjTranspose_eq_transpose_of_trivial])
    (by rwa [conjTranspose_eq_transpose_of_trivial])
  simpa only [meanOverlap, densityMatrix, conjTranspose_eq_transpose_of_trivial,
    Real.norm_eq_abs, sq_abs, RCLike.re_to_real] using h

/-- `N` real orbitals in `2N` dimensions, the `i`-th being `cos θ` times basis vector `i` plus
`sin θ` times basis vector `N + i`. -/
def tilted (N : ℕ) (θ : ℝ) : Matrix (Fin N ⊕ Fin N) (Fin N) ℝ :=
  fromRows (Real.cos θ • 1) (Real.sin θ • 1)

/-- The overlap matrix of the orbitals tilted by `α` and by `β` is `cos(α - β)` times the
identity. -/
theorem tilted_overlap (N : ℕ) (α β : ℝ) :
    (tilted N α)ᴴ * tilted N β = Real.cos (α - β) • 1 := by
  unfold tilted
  rw [conjTranspose_eq_transpose_of_trivial, transpose_fromRows, fromCols_mul_fromRows,
    Real.cos_sub]
  simp only [transpose_smul, transpose_one, Matrix.smul_mul, Matrix.mul_smul, Matrix.one_mul]
  module

/-- For `N ≥ 1` the tilted orbitals are orthonormal, their squared determinant overlap is
`(cos²(α - β))^N`, and `tr(PQ)/N` is `cos²(α - β)`, so the bound is attained. -/
theorem slater_overlap_le_witness (hN : N ≠ 0) (α β : ℝ) :
    (tilted N α)ᴴ * tilted N α = 1 ∧ (tilted N β)ᴴ * tilted N β = 1 ∧
      ‖((tilted N α)ᴴ * tilted N β).det‖ ^ 2 = (Real.cos (α - β) ^ 2) ^ N ∧
      meanOverlap (tilted N α) (tilted N β) = Real.cos (α - β) ^ 2 := by
  have hN' : (N : ℝ) ≠ 0 := Nat.cast_ne_zero.2 hN
  refine ⟨?_, ?_, ?_, ?_⟩
  · rw [tilted_overlap, sub_self, Real.cos_zero, one_smul]
  · rw [tilted_overlap, sub_self, Real.cos_zero, one_smul]
  · rw [tilted_overlap, det_smul, det_one, mul_one, Fintype.card_fin, Real.norm_eq_abs, sq_abs]
    ring
  · rw [meanOverlap, trace_density_mul, tilted_overlap]
    simp only [conjTranspose_smul, conjTranspose_one, Matrix.smul_mul, Matrix.mul_smul,
      Matrix.one_mul, trace_smul, trace_one, Fintype.card_fin, smul_eq_mul, star_trivial,
      RCLike.re_to_real]
    field_simp

end

end SlaterOverlapMeanBound
```

```lean
#print axioms SlaterOverlapMeanBound.slater_overlap_le
#print axioms SlaterOverlapMeanBound.slater_overlap_eq_iff
#print axioms SlaterOverlapMeanBound.slater_overlap_le_real
```

```
'SlaterOverlapMeanBound.slater_overlap_le' depends on axioms: [propext, Classical.choice, Quot.sound]
'SlaterOverlapMeanBound.slater_overlap_eq_iff' depends on axioms: [propext, Classical.choice, Quot.sound]
'SlaterOverlapMeanBound.slater_overlap_le_real' depends on axioms: [propext, Classical.choice, Quot.sound]
```

## From eigenvalues to density matrices in the proof

`prod_le_mean_pow` is the mean inequality. It treats m = 0 and a vanishing factor separately; otherwise `Finset.prod_lt_prod` multiplies the exponential bounds, one of them strict when some number differs from the mean. `norm_det_sq_le` applies this to the eigenvalues of SᴴS, and the spectral theorem turns equal eigenvalues into a scalar matrix.

`trace_density_mul` is the cyclic step, and `trace_density_mul_le` computes XᴴX in `hX`. `slater_overlap_le` combines these results. In `slater_overlap_eq_iff`, the `calc` block strips D and Dᴴ from QPQ = mQ.

For the attained case, `tilted` mixes basis vector i with vector N + i by an angle θ. `tilted_overlap` gives S = cos(α − β)·1, so both sides equal (cos²(α − β))^N.

## Evaluating the bound in a purification run

For single determinants in a finite basis, the ceiling needs no orbitals:

tr(PQ) = ∑_{μν} P_{μν} Q_{νμ},

a sum over the matrix elements that are nonzero in both factors, so sparse storage suffices. In a non-orthogonal atomic basis with overlap matrix M, the same number is tr(PMQM). A spin-summed closed-shell density matrix is halved first; the bound then applies to one spin, with N the number of electrons of that spin, and the squared overlap of the full determinant is the square of the one-spin squared overlap.
